# Partition function and Gibbs averages for commuting involutions with traceless products

Let $S_1,\dots,S_N$ be commuting complex $d\times d$ matrices with $S_k^2=1$, and suppose that the product over every nonempty subset of them is traceless. For $H=-\sum_k S_k$ and real $b$,

$$Z=\operatorname{Tr}e^{-bH}=d\cosh^N b,\qquad \langle S_A\rangle=\tanh^{|A|}b\quad(d\ge1),$$

where $S_A=\prod_{k\in A}S_k$ and $\langle X\rangle=\operatorname{Tr}(e^{-bH}X)/Z$. Commuting Pauli strings on finitely many qubits meet the trace condition when they are independent, that is, when no product over a nonempty subset of them equals $\pm1$. For such stabiliser Hamiltonians with equal couplings, these formulas give exact values against which a thermal-state simulation can be compared.

For Hermitian stabilisers, the trace condition means that all $2^N$ patterns of eigenvalues $\pm1$ are equally degenerate. It excludes the toric code on a torus with all its star and plaquette terms, because the product of all the stars is the identity.

In Lean, the type `ι` labels the stabilisers and `n` labels the basis states, so $N$ is `Fintype.card ι` and $d$ is `Fintype.card n`.

```lean
import Mathlib

open Matrix

namespace StabiliserGibbs

noncomputable section

variable {ι n : Type*} [Fintype ι] [DecidableEq ι] [Fintype n] [DecidableEq n]
```

A product over a finite set has no preferred order, so `stabProd` takes the commutation hypothesis `hc` as an argument.

```lean
/-- The product of the commuting stabilisers `S k` over a subset `A` of labels. -/
def stabProd (S : ι → Matrix n n ℂ) (hc : ∀ i j, Commute (S i) (S j))
    (A : Finset ι) : Matrix n n ℂ :=
  A.noncommProd S (fun i _ j _ _ => hc i j)
```

Every coupling is set to one, which makes $b$ a dimensionless inverse temperature. It may have either sign.

```lean
/-- The stabiliser Hamiltonian `H = -∑ S k`. -/
def hamiltonian (S : ι → Matrix n n ℂ) : Matrix n n ℂ := -∑ k, S k
```

The Gibbs weight is the matrix exponential $e^{-bH}$, not yet normalised.

```lean
/-- The unnormalised Gibbs operator `exp (-b H)` at inverse temperature `b`. -/
def gibbsWeight (b : ℝ) (H : Matrix n n ℂ) : Matrix n n ℂ :=
  NormedSpace.exp (-(b : ℂ) • H)
```

Its trace is $Z$.

```lean
/-- The partition function `Z = Tr exp (-b H)`. -/
def partitionFunction (b : ℝ) (H : Matrix n n ℂ) : ℂ := trace (gibbsWeight b H)
```

Dividing by $Z$ gives expectations. Hermiticity is not among the hypotheses of the theorems; in the physical case it makes $e^{-bH}/Z$ a density operator.

```lean
/-- The Gibbs expectation `Tr (exp (-b H) X) / Z` of an observable `X`. -/
def gibbsExpectation (b : ℝ) (H X : Matrix n n ℂ) : ℂ :=
  trace (gibbsWeight b H * X) / partitionFunction b H
```

## The exponential of one stabiliser

With $P_\pm=(1\pm S)/2$, an involution satisfies $S^k=P_++(-1)^kP_-$. Summing the exponential series gives

$$e^{zS}=e^zP_++e^{-z}P_-=\cosh z+\sinh z\,S.$$

In the proof, `hpow` is the formula for the powers, and `h` adds the two scalar series.

```lean
/-- The exponential of a multiple of an involution is `cosh z + sinh z S`. -/
theorem exp_smul_involution {S : Matrix n n ℂ} (hS : S * S = 1) (z : ℂ) :
    NormedSpace.exp (z • S) = Complex.cosh z • (1 : Matrix n n ℂ) + Complex.sinh z • S := by
  have hz : ∀ w : ℂ, HasSum (fun k : ℕ => w ^ k / (k.factorial : ℂ)) (Complex.exp w) := by
    intro w
    rw [Complex.exp_eq_exp_ℂ]
    apply NormedSpace.expSeries_div_hasSum_exp
  -- powers of S in terms of its two spectral projectors
  have hpow : ∀ k : ℕ, S ^ k = (1 / 2 : ℂ) • (1 + S) + ((-1) ^ k * (1 / 2) : ℂ) • (1 - S) := by
    intro k
    induction k with
    | zero => rw [pow_zero, pow_zero]; module
    | succ k ih =>
      rw [pow_succ, ih, add_mul, smul_mul_assoc, smul_mul_assoc, add_mul, sub_mul, one_mul,
        hS, pow_succ]
      module
  have h := ((hz z).smul_const ((1 / 2 : ℂ) • (1 + S))).add
    ((hz (-z)).smul_const ((1 / 2 : ℂ) • (1 - S)))
  have e : (fun k : ℕ => (k.factorial : ℂ)⁻¹ • (z • S) ^ k) = fun k : ℕ =>
      (z ^ k / (k.factorial : ℂ)) • ((1 / 2 : ℂ) • (1 + S)) +
      ((-z) ^ k / (k.factorial : ℂ)) • ((1 / 2 : ℂ) • (1 - S)) := by
    funext k
    rw [smul_pow, hpow, neg_pow z k]
    module
  rw [NormedSpace.exp_eq_tsum (𝕂 := ℂ)]
  change (∑' k : ℕ, (k.factorial : ℂ)⁻¹ • (z • S) ^ k) = _
  rw [e]
  refine h.tsum_eq.trans ?_
  rw [Complex.cosh, Complex.sinh]
  module
```

## Switching on the stabilisers one at a time

The empty product is $S_\varnothing=1$.

```lean
omit [Fintype ι] [DecidableEq ι] in
/-- The product over the empty set of stabilisers is the identity. -/
theorem stabProd_empty (S : ι → Matrix n n ℂ) (hc : ∀ i j, Commute (S i) (S j)) :
    stabProd S hc ∅ = 1 :=
  Finset.noncommProd_empty _ _
```

For $a\notin A$, we have $S_{A\cup\{a\}}=S_aS_A$.

```lean
omit [Fintype ι] in
/-- Adding a new label to a subset multiplies its product by the new stabiliser. -/
theorem stabProd_insert (S : ι → Matrix n n ℂ) (hc : ∀ i j, Commute (S i) (S j))
    {a : ι} {A : Finset ι} (ha : a ∉ A) :
    stabProd S hc (insert a A) = S a * stabProd S hc A :=
  Finset.noncommProd_insert_of_notMem _ _ _ _ ha
```

For a set $U$ of stabilisers already switched on, define

$$T_U(A)=\operatorname{Tr}\Big(e^{b\sum_{k\in U}S_k}S_A\Big).$$

The claim is that $T_U(A)=d\cosh^{|U|}b\,\tanh^{|A|}b$ if $A\subseteq U$, and zero otherwise. For $U=\varnothing$ the exponential is the identity, and $\operatorname{Tr}S_A$ is $d$ for empty $A$ and, by the trace condition, zero for any other $A$.

Now add $a\notin U$. Since the stabilisers commute, the exponential factorises, and

$$T_{U\cup\{a\}}(A)=\cosh b\,T_U(A)+\sinh b\,\operatorname{Tr}\Big(e^{b\sum_{k\in U}S_k}S_aS_A\Big).$$

- If $a\in A$, then $T_U(A)=0$ and $S_aS_A=S_{A\setminus\{a\}}$. The second term is $\sinh b\,T_U(A\setminus\{a\})$. When $A\setminus\{a\}\subseteq U$, it equals $d\cosh^{|U|+1}b\,\tanh^{|A|}b$, because $\sinh b=\cosh b\tanh b$; otherwise it vanishes.
- If $a\notin A$, then $S_aS_A=S_{A\cup\{a\}}$, whose trace against the weight vanishes because $a\notin U$. What remains is $\cosh b\,T_U(A)$, which is the claimed value.

The proof turns on the words `generalizing A` in the call to `Finset.induction_on`. With $A$ fixed, the induction hypothesis would speak only of $T_U(A)$, whereas the step also needs $T_U(A\setminus\{a\})$ or $T_U(A\cup\{a\})$. Generalising makes the hypothesis `ih` a statement about all subsets at once: `ih A` handles the first term, and a second use of `ih` handles the changed subset.

```lean
omit [Fintype ι] in
/-- With only the stabilisers in `U` switched on, the Gibbs-weighted trace of the product over
`A` is `d cosh(b)^|U| tanh(b)^|A|` if `A ⊆ U`, and zero otherwise. -/
theorem trace_exp_mul_stabProd (S : ι → Matrix n n ℂ) (hc : ∀ i j, Commute (S i) (S j))
    (hsq : ∀ k, S k * S k = 1)
    (htr : ∀ A : Finset ι, A.Nonempty → trace (stabProd S hc A) = 0)
    (b : ℝ) (U A : Finset ι) :
    trace (NormedSpace.exp ((b : ℂ) • ∑ k ∈ U, S k) * stabProd S hc A) =
      if A ⊆ U then (Fintype.card n : ℂ) * (Real.cosh b : ℂ) ^ U.card * (Real.tanh b : ℂ) ^ A.card
      else 0 := by
  have hs : (Real.sinh b : ℂ) = (Real.cosh b : ℂ) * (Real.tanh b : ℂ) := by
    have h0 := (Real.cosh_pos b).ne'
    have h1 : Real.sinh b = Real.cosh b * Real.tanh b := by
      rw [Real.tanh_eq_sinh_div_cosh]
      field_simp
    rw [← Complex.ofReal_mul, ← h1]
  induction U using Finset.induction_on generalizing A with
  | empty =>
    rcases A.eq_empty_or_nonempty with rfl | hA
    · simp [stabProd_empty]
    · have hn : ¬ A ⊆ ∅ := fun h => hA.ne_empty (Finset.subset_empty.mp h)
      rw [if_neg hn, Finset.sum_empty, smul_zero, NormedSpace.exp_zero, one_mul, htr A hA]
  | insert a U ha ih =>
    have hcom : Commute ((b : ℂ) • ∑ k ∈ U, S k) ((b : ℂ) • S a) :=
      ((Commute.sum_left _ _ _ fun k _ => hc k a).smul_left _).smul_right _
    have split : ∀ (W P : Matrix n n ℂ) (c s : ℂ),
        trace (W * (c • (1 : Matrix n n ℂ) + s • S a) * P) =
          c * trace (W * P) + s * trace (W * (S a * P)) := by
      intro W P c s
      simp only [mul_add, add_mul, Matrix.trace_add, mul_smul_comm, smul_mul_assoc, mul_one,
        Matrix.trace_smul, smul_eq_mul, mul_assoc]
    rw [Finset.sum_insert ha, add_comm (S a), smul_add, Matrix.exp_add_of_commute _ _ hcom,
      exp_smul_involution (hsq a), split, ih A, ← Complex.ofReal_cosh, ← Complex.ofReal_sinh,
      hs, Finset.card_insert_of_notMem ha]
    by_cases haA : a ∈ A
    · -- the new stabiliser cancels against its partner in the product
      have h1 : S a * stabProd S hc A = stabProd S hc (A.erase a) := by
        conv_lhs => rw [← Finset.insert_erase haA]
        rw [stabProd_insert S hc (Finset.notMem_erase a A), ← mul_assoc, hsq, one_mul]
      have h2 : ¬ A ⊆ U := fun h => ha (h haA)
      have h3 : A.erase a ⊆ U ↔ A ⊆ insert a U := Finset.subset_insert_iff.symm
      rw [h1, ih, if_neg h2, ← Finset.card_erase_add_one haA]
      simp only [h3]
      split_ifs <;> ring
    · -- the new stabiliser enlarges the product, which then has no partner in U
      have h2 : ¬ insert a A ⊆ U := fun h => ha (h (Finset.mem_insert_self a A))
      have h3 : A ⊆ insert a U ↔ A ⊆ U := Finset.subset_insert_iff_of_notMem haA
      rw [← stabProd_insert S hc haA, ih, if_neg h2]
      simp only [h3]
      split_ifs <;> ring
```

## Partition function and expectations

The theorems in this section and the next all assume the trace condition, as the hypothesis `htr`. It matters: two equal stabilisers $S_1=S_2=\sigma_z$ on one qubit give $Z=2\cosh 2b$, which differs from $2\cosh^2 b$ when $b\ne0$. Under the trace condition, taking $U$ to be all the labels and $A=\varnothing$ gives $Z=d\cosh^N b$.

```lean
/-- The partition function of the stabiliser Hamiltonian is `Z = d cosh(b)^N`, with `N` the number
of stabilisers and `d` the dimension. -/
theorem partitionFunction_eq (S : ι → Matrix n n ℂ) (hc : ∀ i j, Commute (S i) (S j))
    (hsq : ∀ k, S k * S k = 1)
    (htr : ∀ A : Finset ι, A.Nonempty → trace (stabProd S hc A) = 0) (b : ℝ) :
    partitionFunction b (hamiltonian S) =
      (Fintype.card n : ℂ) * (Real.cosh b : ℂ) ^ Fintype.card ι := by
  have h := trace_exp_mul_stabProd S hc hsq htr b Finset.univ ∅
  rw [if_pos (Finset.empty_subset _), Finset.card_empty, pow_zero, mul_one,
    Finset.card_univ] at h
  rw [← h]
  simp only [partitionFunction, gibbsWeight, hamiltonian, stabProd_empty, neg_smul, smul_neg,
    neg_neg, mul_one]
```

Keeping $A$ general and dividing by $Z$ leaves

$$\langle S_A\rangle=\frac{d\cosh^N b\,\tanh^{|A|}b}{d\cosh^N b}=\tanh^{|A|}b.$$

The assumption `[Nonempty n]` says $d\ge1$, so the denominator is nonzero.

```lean
/-- The Gibbs expectation of a product of `m` distinct stabilisers is `tanh(b)^m`. -/
theorem gibbsExpectation_stabProd [Nonempty n] (S : ι → Matrix n n ℂ)
    (hc : ∀ i j, Commute (S i) (S j)) (hsq : ∀ k, S k * S k = 1)
    (htr : ∀ A : Finset ι, A.Nonempty → trace (stabProd S hc A) = 0) (b : ℝ) (A : Finset ι) :
    gibbsExpectation b (hamiltonian S) (stabProd S hc A) = (Real.tanh b : ℂ) ^ A.card := by
  have h := trace_exp_mul_stabProd S hc hsq htr b Finset.univ A
  rw [if_pos (Finset.subset_univ _), Finset.card_univ] at h
  have hw : gibbsWeight b (hamiltonian S) = NormedSpace.exp ((b : ℂ) • ∑ k, S k) := by
    simp only [gibbsWeight, hamiltonian, neg_smul, smul_neg, neg_neg]
  have hd : (Fintype.card n : ℂ) ≠ 0 := Nat.cast_ne_zero.mpr Fintype.card_ne_zero
  have hch : (Real.cosh b : ℂ) ≠ 0 := Complex.ofReal_ne_zero.mpr (Real.cosh_pos b).ne'
  rw [gibbsExpectation, partitionFunction_eq S hc hsq htr, hw, h]
  exact mul_div_cancel_left₀ _ (mul_ne_zero hd (pow_ne_zero _ hch))
```

## Energy and correlations

A single stabiliser has mean $\tanh b$, so linearity gives $\langle H\rangle=-N\tanh b$.

```lean
/-- The mean energy of `N` stabilisers in the Gibbs state is `-N tanh(b)`. -/
theorem mean_energy [Nonempty n] (S : ι → Matrix n n ℂ)
    (hc : ∀ i j, Commute (S i) (S j)) (hsq : ∀ k, S k * S k = 1)
    (htr : ∀ A : Finset ι, A.Nonempty → trace (stabProd S hc A) = 0) (b : ℝ) :
    gibbsExpectation b (hamiltonian S) (hamiltonian S) =
      -((Fintype.card ι : ℂ) * (Real.tanh b : ℂ)) := by
  have h1 : ∀ k, gibbsExpectation b (hamiltonian S) (S k) = (Real.tanh b : ℂ) := by
    intro k
    have h := gibbsExpectation_stabProd S hc hsq htr b {k}
    rwa [stabProd, Finset.noncommProd_singleton, Finset.card_singleton, pow_one] at h
  have h2 : ∀ K : Matrix n n ℂ,
      gibbsExpectation b K (-∑ k, S k) = -∑ k, gibbsExpectation b K (S k) := by
    intro K
    simp only [gibbsExpectation, mul_neg, Finset.mul_sum, Matrix.trace_neg, Matrix.trace_sum,
      neg_div, Finset.sum_div]
  refine (h2 (hamiltonian S)).trans ?_
  rw [Finset.sum_congr rfl fun k _ => h1 k, Finset.sum_const, Finset.card_univ, nsmul_eq_mul]
```

For disjoint $A$ and $B$, $S_AS_B=S_{A\cup B}$ and $|A\cup B|=|A|+|B|$. Hence $\langle S_AS_B\rangle=\langle S_A\rangle\langle S_B\rangle$.

```lean
/-- Stabiliser products over disjoint subsets are uncorrelated in the Gibbs state. -/
theorem disjoint_uncorrelated [Nonempty n] (S : ι → Matrix n n ℂ)
    (hc : ∀ i j, Commute (S i) (S j)) (hsq : ∀ k, S k * S k = 1)
    (htr : ∀ A : Finset ι, A.Nonempty → trace (stabProd S hc A) = 0) (b : ℝ)
    {A B : Finset ι} (hAB : Disjoint A B) :
    gibbsExpectation b (hamiltonian S) (stabProd S hc A * stabProd S hc B) =
      gibbsExpectation b (hamiltonian S) (stabProd S hc A) *
        gibbsExpectation b (hamiltonian S) (stabProd S hc B) := by
  have h : stabProd S hc A * stabProd S hc B = stabProd S hc (A ∪ B) :=
    (Finset.noncommProd_union_of_disjoint hAB S _).symm
  rw [h]
  simp only [gibbsExpectation_stabProd S hc hsq htr]
  rw [Finset.card_union_of_disjoint hAB, pow_add]
```

## The two-qubit Bell stabilisers

In the basis $|00\rangle,|01\rangle,|10\rangle,|11\rangle$, take $X\otimes X$ and $Z\otimes Z$, where in this section $X$, $Y$, $Z$ denote the Pauli matrices.

```lean
/-- The two-qubit operators `X ⊗ X` and `Z ⊗ Z` in the computational basis. -/
def bell : Fin 2 → Matrix (Fin 4) (Fin 4) ℂ :=
  ![!![0, 0, 0, 1; 0, 0, 1, 0; 0, 1, 0, 0; 1, 0, 0, 0],
    !![1, 0, 0, 0; 0, -1, 0, 0; 0, 0, -1, 0; 0, 0, 0, 1]]
```

They commute, since exchanging the factors produces one minus sign on each qubit.

```lean
/-- The operators `X ⊗ X` and `Z ⊗ Z` commute. -/
theorem bell_commute (i j : Fin 2) : Commute (bell i) (bell j) := by
  have h : bell 0 * bell 1 = bell 1 * bell 0 := by
    ext i j
    fin_cases i <;> fin_cases j <;> simp [bell, Matrix.mul_apply, Fin.sum_univ_succ]
  fin_cases i <;> fin_cases j
  · exact Commute.refl _
  · exact h
  · exact h.symm
  · exact Commute.refl _
```

Both are Hermitian, traceless and square to one. Their product is $-Y\otimes Y$, which is traceless too, so this pair meets all the hypotheses with $d=4$ and $N=2$.

```lean
/-- The operators `X ⊗ X` and `Z ⊗ Z` are Hermitian, square to one, and have traceless products
over all nonempty subsets. -/
theorem bell_witness : (∀ k, (bell k).IsHermitian) ∧ (∀ k, bell k * bell k = 1) ∧
    ∀ A : Finset (Fin 2), A.Nonempty → trace (stabProd bell bell_commute A) = 0 := by
  refine ⟨fun k => ?_, fun k => ?_, fun A hA => ?_⟩
  · ext i j
    fin_cases k <;> fin_cases i <;> fin_cases j <;> simp [bell]
  · ext i j
    fin_cases k <;> fin_cases i <;> fin_cases j <;>
      simp [bell, Matrix.mul_apply, Fin.sum_univ_succ]
  · have h : ∀ B : Finset (Fin 2), B.Nonempty → B = {0} ∨ B = {1} ∨ B = insert 0 {1} := by
      decide
    rcases h A hA with rfl | rfl | rfl
    · rw [stabProd, Finset.noncommProd_singleton]
      simp [bell, Matrix.trace, Fin.sum_univ_succ]
    · rw [stabProd, Finset.noncommProd_singleton]
      simp [bell, Matrix.trace, Fin.sum_univ_succ]
    · rw [stabProd_insert bell bell_commute (by decide), stabProd, Finset.noncommProd_singleton]
      simp [bell, Matrix.trace, Fin.sum_univ_succ]

end

end StabiliserGibbs
```

```lean
#print axioms StabiliserGibbs.partitionFunction_eq
#print axioms StabiliserGibbs.mean_energy
#print axioms StabiliserGibbs.disjoint_uncorrelated
```

```
'StabiliserGibbs.partitionFunction_eq' depends on axioms: [propext, Classical.choice, Quot.sound]
'StabiliserGibbs.mean_energy' depends on axioms: [propext, Classical.choice, Quot.sound]
'StabiliserGibbs.disjoint_uncorrelated' depends on axioms: [propext, Classical.choice, Quot.sound]
```
